# Gaussian limit of the one-mode independent boson response at strong coupling, with an error bound

A program that draws one Gaussian in place of a vibrational progression can fail in two ways. If it takes the width from the zero-temperature formula, the line is about 32 % too narrow once the thermal energy k_BT equals the phonon energy. If it uses the Gaussian at weak coupling and low temperature, it smears out a spectrum that is mostly a single zero-phonon peak. The thermal width repairs the first fault, and an error bound guards against the second by showing when the Gaussian is sure to follow the initial decay of the response.

## The thermal width and the error in the exponent

Let a core hole couple linearly to one harmonic mode of frequency w > 0 at temperature T > 0, in units with ħ = k_B = 1. Let S be the dimensionless coupling strength (the Huang–Rhys factor), and write

n = 1/(exp(w/T) − 1),  C = coth(w/2T).

With energies measured from the zero-phonon line, the core-hole response is exp(g_S(t)), with the cumulant

g_S(t) = S((n+1)(exp(−iwt) − 1) + n(exp(iwt) − 1)).

The weight n+1 belongs to phonon emission and n to absorption. For S > 0 and |wt| ≤ √S,

|g_S(t/√S) + i√S wt + w²Ct²/2| ≤ C|wt|³/√S.

At fixed t the right side vanishes as S grows, so the rescaled response, with its mean shift removed, tends to exp(−w²Ct²/2).

## Setting the broadening in a core-level spectrum

In unscaled energy units, a code that replaces the phonon envelope by a Gaussian centres it at Sw above the zero-phonon line on a binding-energy scale and gives it the standard deviation

σ = w√(SC).

This width applies to a single linearly coupled mode, as in a simple model of phonon broadening in core-level photoemission. When w is much smaller than T, computing n as `1/expm1(w/T)` avoids the cancellation in exp(w/T) − 1.

The bound also gives a test for the substitution. At the time 1/σ, when the Gaussian exponent has reached −1/2, the error in the exponent is at most 1/√(SC), provided SC ≥ 1. This bound is small whenever SC is large, so a hot mode can pass the test even if S itself is modest.

Late times matter to a code that Fourier transforms exp(g_S(t)) directly. The modulus of the response returns to 1 after every period 2π/w, and these recurrences produce the discrete phonon peaks. The Gaussian reproduces only the initial decay. When SC is large, it is a fair substitute for the phonon envelope if lifetime or instrumental damping suppresses the recurrences.

As T → 0, n → 0 and C → 1. The cumulant becomes S(exp(−iwt) − 1), which describes a Poisson progression with mean energy Sw and variance Sw².

## From Bose factors to a cubic remainder

Add the emission and absorption weights, then multiply numerator and denominator by exp(−w/2T):

2n+1 = (exp(w/T) + 1)/(exp(w/T) − 1) = cosh(w/2T)/sinh(w/2T) = C.

Differentiate the cumulant twice:

g_S′(t) = S(−iw(n+1)exp(−iwt) + iwn exp(iwt)),

g_S″(t) = −Sw²((n+1)exp(−iwt) + n exp(iwt)).

At t = 0 these give g_S′(0) = −iSw and g_S″(0) = −Sw²C.

For the modulus, insert exp(±iwt) = cos wt ± i sin wt:

g_S(t) = −SC(1 − cos wt) − iS sin wt.

Only the real part affects the modulus, so

|exp(g_S(t))| = exp(−SC(1 − cos wt)).

For the error bound, define the remainder r(z) = exp(z) − 1 − z − z²/2. When |z| ≤ 1, its power series gives

|r(z)| ≤ |z|³(1/3! + 1/4! + …) = |z|³(e − 5/2) ≤ |z|³.

Put z = iwt. The linear terms combine with weight −(n+1) + n = −1 and the quadratic terms with weight 2n+1:

g_S(t) = S(−z + (2n+1)z²/2 + (n+1)r(−z) + n r(z)).

Since z² = −w²t², this is

g_S(t) = −iSwt − SCw²t²/2 + S((n+1)r(−z) + n r(z)).

For S ≥ 0 and |wt| ≤ 1, the triangle inequality bounds the last term by S(2n+1)|wt|³ = SC|wt|³.

Now take S > 0 and replace t by t/√S. The linear term becomes −i√S wt, the quadratic term becomes −w²Ct²/2, and the bound becomes C|wt|³/√S. The condition |wt| ≤ 1 turns into |wt| ≤ √S, which holds at any fixed t once S is large enough. The exponent therefore converges, and continuity of the exponential gives the limit of the response. That limit is the characteristic function of a normal distribution with mean zero and variance w²C.

## The cumulant and its limit in Lean

```lean
import Mathlib

open Filter Topology
open Complex (I)

namespace IndependentBosonGaussianLine

noncomputable section

/-- Bose occupation of a mode of frequency `w` at temperature `T` (units with ħ = k_B = 1). -/
def bose (w T : ℝ) : ℝ := 1 / (Real.exp (w / T) - 1)

/-- The hyperbolic cotangent. -/
def coth (x : ℝ) : ℝ := Real.cosh x / Real.sinh x

/-- The independent boson cumulant at time `t` for coupling strength `S`: phonon emission
with weight `n + 1` and phonon absorption with weight `n`. -/
def cumulant (S w T t : ℝ) : ℂ :=
  S * (((bose w T : ℂ) + 1) * (Complex.exp (-I * w * t) - 1)
    + (bose w T : ℂ) * (Complex.exp (I * w * t) - 1))

/-- The Bose occupation of a mode of positive frequency is nonnegative. -/
theorem bose_nonneg {w T : ℝ} (hw : 0 < w) (hT : 0 < T) : 0 ≤ bose w T := by
  have h : 1 < Real.exp (w / T) := Real.one_lt_exp_iff.2 (div_pos hw hT)
  exact div_nonneg zero_le_one (by linarith)

/-- The sum of the emission and absorption weights is `2n + 1 = coth (w / 2T)`. -/
theorem two_bose_add_one {w T : ℝ} (hw : 0 < w) (hT : 0 < T) :
    2 * bose w T + 1 = coth (w / (2 * T)) := by
  have hx : 0 < w / (2 * T) := by positivity
  have hd : w / T = w / (2 * T) + w / (2 * T) := by
    have := hT.ne'
    field_simp
    try ring
  unfold bose coth
  rw [hd, Real.exp_add]
  have hs : 0 < Real.sinh (w / (2 * T)) := Real.sinh_pos_iff.2 hx
  have ha : 1 < Real.exp (w / (2 * T)) := Real.one_lt_exp_iff.2 hx
  have hc := Real.cosh_eq (w / (2 * T))
  have hsh := Real.sinh_eq (w / (2 * T))
  have hm : Real.exp (w / (2 * T)) * Real.exp (-(w / (2 * T))) = 1 := by
    rw [← Real.exp_add, add_neg_cancel, Real.exp_zero]
  generalize Real.exp (w / (2 * T)) = a at *
  generalize Real.exp (-(w / (2 * T))) = b at *
  have hD : a * a - 1 ≠ 0 := by nlinarith
  have e : 2 * (1 / (a * a - 1)) + 1 = (a * a + 1) / (a * a - 1) := by
    rw [eq_div_iff hD]
    linear_combination 2 * one_div_mul_cancel hD
  rw [e, div_eq_div_iff hD hs.ne', hc, hsh]
  linear_combination (-a) * hm

/-- For complex `c`, the function `exp (c t)` of real time `t` has derivative `c exp (c t)`. -/
theorem hasDerivAt_phase (c : ℂ) (t : ℝ) :
    HasDerivAt (fun s : ℝ => Complex.exp (c * s)) (c * Complex.exp (c * t)) t := by
  have h1 : HasDerivAt (fun z : ℂ => c * z) c (t : ℂ) := by
    simpa using (hasDerivAt_id' (t : ℂ)).const_mul c
  exact (h1.cexp.congr_deriv (mul_comm _ _)).comp_ofReal

/-- At time zero the cumulant has first derivative `-i S w` and second derivative
`-S w² coth (w / 2T)`. -/
theorem cumulant_derivatives (S : ℝ) {w T : ℝ} (hw : 0 < w) (hT : 0 < T) :
    HasDerivAt (cumulant S w T) (-I * S * w) 0 ∧
    HasDerivAt (deriv (cumulant S w T))
      ((-(S * w ^ 2 * coth (w / (2 * T))) : ℝ) : ℂ) 0 := by
  have h (t : ℝ) : HasDerivAt (cumulant S w T)
      (S * (((bose w T : ℂ) + 1) * (-I * w * Complex.exp (-I * w * t))
        + (bose w T : ℂ) * (I * w * Complex.exp (I * w * t)))) t :=
    ((((hasDerivAt_phase (-I * w) t).sub_const 1).const_mul ((bose w T : ℂ) + 1)).fun_add
      (((hasDerivAt_phase (I * w) t).sub_const 1).const_mul (bose w T : ℂ))).const_mul (S : ℂ)
  constructor
  · refine (h 0).congr_deriv ?_
    simp only [Complex.ofReal_zero, mul_zero, Complex.exp_zero]
    ring
  · -- differentiate the first derivative once more
    rw [funext fun t => (h t).deriv]
    have h2 := ((((hasDerivAt_phase (-I * w) 0).const_mul (-I * w)).const_mul
      ((bose w T : ℂ) + 1)).fun_add
      (((hasDerivAt_phase (I * w) 0).const_mul (I * w)).const_mul
        (bose w T : ℂ))).const_mul (S : ℂ)
    refine h2.congr_deriv ?_
    rw [← two_bose_add_one hw hT]
    simp only [Complex.ofReal_zero, mul_zero, Complex.exp_zero]
    push_cast
    linear_combination ((S : ℂ) * w ^ 2 * (2 * bose w T + 1)) * Complex.I_sq

/-- The modulus of the core-hole response is `exp (-S coth (w / 2T) (1 - cos wt))`. -/
theorem norm_exp_cumulant (S t : ℝ) {w T : ℝ} (hw : 0 < w) (hT : 0 < T) :
    ‖Complex.exp (cumulant S w T t)‖
      = Real.exp (-(S * coth (w / (2 * T)) * (1 - Real.cos (w * t)))) := by
  have e1 : Complex.exp (I * w * t)
      = Complex.cos (w * t) + Complex.sin (w * t) * I := by
    rw [← Complex.exp_mul_I]
    congr 1
    ring
  have e2 : Complex.exp (-I * w * t)
      = Complex.cos (w * t) - Complex.sin (w * t) * I := by
    have h := Complex.exp_mul_I (-((w : ℂ) * t))
    rw [Complex.cos_neg, Complex.sin_neg] at h
    rw [show -I * w * t = -((w : ℂ) * t) * I by ring, h]
    ring
  -- separate the cumulant into its real and imaginary parts
  have e : cumulant S w T t
      = ((-(S * coth (w / (2 * T)) * (1 - Real.cos (w * t))) : ℝ) : ℂ)
        + ((-(S * Real.sin (w * t)) : ℝ) : ℂ) * I := by
    rw [← two_bose_add_one hw hT]
    unfold cumulant
    rw [e1, e2]
    push_cast
    ring
  rw [Complex.norm_exp, e]
  simp only [Complex.add_re, Complex.ofReal_re, Complex.re_ofReal_mul, Complex.I_re,
    mul_zero, add_zero]

/-- The exponential differs from its second-order expansion by at most `‖z‖³` in the
unit disc. -/
theorem exp_remainder {z : ℂ} (hz : ‖z‖ ≤ 1) :
    ‖Complex.exp z - 1 - z - z ^ 2 / 2‖ ≤ ‖z‖ ^ 3 := by
  have h := Complex.exp_bound hz (n := 3) (by norm_num)
  have e : ∑ m ∈ Finset.range 3, z ^ m / (m.factorial : ℂ) = 1 + z + z ^ 2 / 2 := by
    simp [Finset.sum_range_succ, Nat.factorial]
  rw [e] at h
  rw [show Complex.exp z - 1 - z - z ^ 2 / 2 = Complex.exp z - (1 + z + z ^ 2 / 2) by ring]
  exact h.trans (mul_le_of_le_one_right (by positivity) (by norm_num [Nat.factorial]))

/-- For `|wt| ≤ 1` the cumulant differs from its quadratic short-time form by at most
`S coth (w / 2T) |wt|³`. -/
theorem short_time_bound {S w T t : ℝ} (hw : 0 < w) (hT : 0 < T) (hS : 0 ≤ S)
    (ht : |w * t| ≤ 1) :
    ‖cumulant S w T t + I * ((S * w * t : ℝ) : ℂ)
        + ((S * w ^ 2 * coth (w / (2 * T)) * t ^ 2 / 2 : ℝ) : ℂ)‖
      ≤ S * coth (w / (2 * T)) * |w * t| ^ 3 := by
  have hn := bose_nonneg hw hT
  rw [← two_bose_add_one hw hT]
  have hz : ‖I * w * t‖ = |w * t| := by simp [abs_mul]
  have r1 := exp_remainder (z := I * w * t) (by rw [hz]; exact ht)
  have r2 := exp_remainder (z := -(I * w * t)) (by rw [norm_neg, hz]; exact ht)
  rw [norm_neg] at r2
  rw [hz] at r1 r2
  -- the deviation is a thermal combination of exponential remainders
  have e : cumulant S w T t + I * ((S * w * t : ℝ) : ℂ)
        + ((S * w ^ 2 * (2 * bose w T + 1) * t ^ 2 / 2 : ℝ) : ℂ)
      = (S : ℂ) * (((bose w T + 1 : ℝ) : ℂ)
          * (Complex.exp (-(I * w * t)) - 1 - -(I * w * t) - (-(I * w * t)) ^ 2 / 2)
        + (bose w T : ℂ) * (Complex.exp (I * w * t) - 1 - I * w * t - (I * w * t) ^ 2 / 2)) := by
    unfold cumulant
    rw [show -I * w * t = -(I * w * t) by ring]
    push_cast
    linear_combination ((S : ℂ) * w ^ 2 * t ^ 2 * (2 * bose w T + 1) / 2) * Complex.I_sq
  rw [e, norm_mul, Complex.norm_real, Real.norm_of_nonneg hS, mul_assoc S]
  refine mul_le_mul_of_nonneg_left ?_ hS
  refine (norm_add_le _ _).trans ?_
  rw [norm_mul, norm_mul, Complex.norm_real, Complex.norm_real, Real.norm_of_nonneg hn,
    Real.norm_of_nonneg (by linarith : 0 ≤ bose w T + 1)]
  have m1 := mul_le_mul_of_nonneg_left r1 hn
  have m2 := mul_le_mul_of_nonneg_left r2 (by linarith : 0 ≤ bose w T + 1)
  linarith

/-- For `|wt| ≤ √S`, with time in units of `1/√S` and the mean shift removed, the exponent differs
from the Gaussian one by at most `coth (w / 2T) |wt|³ / √S`. -/
theorem gaussian_error {S w T t : ℝ} (hw : 0 < w) (hT : 0 < T) (hS : 0 < S)
    (ht : |w * t| ≤ √S) :
    ‖cumulant S w T (t / √S) + I * ((√S * w * t : ℝ) : ℂ)
        + ((w ^ 2 * coth (w / (2 * T)) * t ^ 2 / 2 : ℝ) : ℂ)‖
      ≤ coth (w / (2 * T)) * |w * t| ^ 3 / √S := by
  have hs : 0 < √S := Real.sqrt_pos.2 hS
  have hsq : √S ^ 2 = S := Real.sq_sqrt hS.le
  obtain ⟨u, hu'⟩ : ∃ u, u = t / √S := ⟨_, rfl⟩
  have hu : √S * u = t := by rw [hu']; field_simp
  have ha : |w * t| = √S * |w * u| := by
    rw [← hu, show w * (√S * u) = √S * (w * u) by ring, abs_mul, abs_of_pos hs]
  have h1 : |w * u| ≤ 1 := by
    rw [ha] at ht
    exact le_of_mul_le_mul_left (by linarith) hs
  have h := short_time_bound hw hT hS.le h1
  have e1 : S * w * u = √S * w * t := by
    linear_combination (-(w * u)) * hsq + √S * w * hu
  have e2 : S * w ^ 2 * coth (w / (2 * T)) * u ^ 2 / 2
      = w ^ 2 * coth (w / (2 * T)) * t ^ 2 / 2 := by
    linear_combination (w ^ 2 * coth (w / (2 * T)) / 2) * (-(u ^ 2) * hsq + (√S * u + t) * hu)
  have e3 : S * coth (w / (2 * T)) * |w * u| ^ 3
      = coth (w / (2 * T)) * |w * t| ^ 3 / √S := by
    rw [eq_div_iff hs.ne', ha]
    linear_combination (-(coth (w / (2 * T)) * |w * u| ^ 3 * √S)) * hsq
  rw [e1, e2, e3] at h
  rw [← hu']
  exact h

/-- Strong-coupling limit: the rescaled response with the mean shift removed tends to
`exp (-w² coth (w / 2T) t² / 2)` as `S` grows. -/
theorem tendsto_gaussian {w T : ℝ} (hw : 0 < w) (hT : 0 < T) (t : ℝ) :
    Tendsto (fun S : ℝ => Complex.exp (cumulant S w T (t / √S) + I * ((√S * w * t : ℝ) : ℂ)))
      atTop (𝓝 (Complex.exp (-((w ^ 2 * coth (w / (2 * T)) * t ^ 2 / 2 : ℝ) : ℂ)))) := by
  refine (Complex.continuous_exp.tendsto _).comp ?_
  rw [tendsto_iff_norm_sub_tendsto_zero]
  -- squeeze the error in the exponent by a multiple of 1/√S
  refine squeeze_zero' (Eventually.of_forall fun _ => norm_nonneg _) ?_
    (Real.tendsto_sqrt_atTop.const_div_atTop (coth (w / (2 * T)) * |w * t| ^ 3))
  filter_upwards [eventually_gt_atTop 0,
    Real.tendsto_sqrt_atTop.eventually_ge_atTop |w * t|] with S hS h
  rw [sub_neg_eq_add]
  exact gaussian_error hw hT hS h

/-- The limiting response is the characteristic function of a normal distribution with mean
zero and variance `w² coth (w / 2T)`. -/
theorem tendsto_charFun_gaussian {w T : ℝ} (hw : 0 < w) (hT : 0 < T) (t : ℝ) :
    Tendsto (fun S : ℝ => Complex.exp (cumulant S w T (t / √S) + I * ((√S * w * t : ℝ) : ℂ)))
      atTop (𝓝 (MeasureTheory.charFun (ProbabilityTheory.gaussianReal 0
        (Real.toNNReal (w ^ 2 * coth (w / (2 * T))))) t)) := by
  have hv : 0 ≤ w ^ 2 * coth (w / (2 * T)) := by
    rw [← two_bose_add_one hw hT]
    have := bose_nonneg hw hT
    positivity
  convert tendsto_gaussian hw hT t using 2
  rw [ProbabilityTheory.charFun_gaussianReal, Real.coe_toNNReal _ hv]
  congr 1
  push_cast
  ring

end

end IndependentBosonGaussianLine
```

```lean
#print axioms IndependentBosonGaussianLine.cumulant_derivatives
#print axioms IndependentBosonGaussianLine.norm_exp_cumulant
#print axioms IndependentBosonGaussianLine.tendsto_gaussian
#print axioms IndependentBosonGaussianLine.tendsto_charFun_gaussian
```

```
'IndependentBosonGaussianLine.cumulant_derivatives' depends on axioms: [propext, Classical.choice, Quot.sound]
'IndependentBosonGaussianLine.norm_exp_cumulant' depends on axioms: [propext, Classical.choice, Quot.sound]
'IndependentBosonGaussianLine.tendsto_gaussian' depends on axioms: [propext, Classical.choice, Quot.sound]
'IndependentBosonGaussianLine.tendsto_charFun_gaussian' depends on axioms: [propext, Classical.choice, Quot.sound]
```

## One undamped mode, one fixed time

In the file, `bose w T` is n, `coth (w / (2 * T))` is C, and `cumulant S w T t` is g_S(t). The parameters are real and the cumulant is complex. The hypotheses `hw` and `hT` require a positive frequency and a positive temperature.

`cumulant_derivatives` gives both derivatives at zero for every real S; the second is the derivative of the function `deriv (cumulant S w T)`. `norm_exp_cumulant` gives the modulus at every real time. `short_time_bound` states the cubic estimate for S ≥ 0 and |wt| ≤ 1, and `gaussian_error` states its rescaled form for S > 0.

In `tendsto_gaussian`, `atTop` means that S grows without bound while w, T and t stay fixed. `tendsto_charFun_gaussian` states the same limit using Mathlib's `gaussianReal`, whose second argument is the variance. This gives "Gaussian line" a precise meaning in the time domain.

The convergence is pointwise in t. It cannot be uniform over all times, because the modulus returns to 1 at the rescaled time 2π√S/w, which moves outward as S grows. Lévy's continuity theorem would carry this limit over to the distribution of the line energies, measured from their mean and divided by √S, but the file does not invoke it.

The cumulant is a definition here and is not derived from a Hamiltonian. It stands for a structureless core level coupled linearly to one harmonic mode whose frequency the hole leaves unchanged. Lifetime broadening, several modes and anharmonicity are absent.

## How the lemmas follow the expansion

`two_bose_add_one` replaces exp(w/2T) and exp(−w/2T) by symbols a and b with ab = 1, which reduces the hyperbolic identity to algebra. `bose_nonneg` supplies n ≥ 0, needed when the thermal weights multiply inequalities.

`hasDerivAt_phase` differentiates exp(ct) with respect to real time. `cumulant_derivatives` uses it to obtain the first derivative at every t, and then differentiates that formula once more at zero. `norm_exp_cumulant` splits the cumulant into the real and imaginary parts found above.

`exp_remainder` obtains the cubic bound from Mathlib's `Complex.exp_bound`. That lemma supplies the factor 2/9, which the file relaxes to 1, so the stated error bounds are generous.

In `short_time_bound`, the equation `e` writes the deviation as the thermal combination of r(−z) and r(z). The triangle inequality `norm_add_le` and the two remainder bounds then finish the estimate. `gaussian_error` sets u = t/√S, applies that estimate at u, and converts each term by the scaling worked out above.

`tendsto_gaussian` uses continuity to reduce the claim to convergence of the exponent. `squeeze_zero'` then traps the error between zero and a constant divided by √S, while `filter_upwards` restricts attention to values of S large enough for the bound to apply. Finally, `tendsto_charFun_gaussian` checks that the variance is nonnegative and matches the limit to Mathlib's formula for the normal characteristic function.
